# The Pauli matrices' completeness relation: their summed products are twice the exchange of two spins minus the identity

For two spin-1/2 systems, the sum over the three Pauli matrices of σᵃ ⊗ σᵃ equals twice the operator that exchanges the spins, minus the identity. The theorem `pauli_completeness` states this entry by entry: for all two-valued indices, Σₐ σᵃ_pt σᵃ_qu = 2 δ_pu δ_qt − δ_pt δ_qu. The matrices are the Pauli matrices themselves, with entries 0, ±1 and ±i, without the factor 1/2 of the spin operators. The attempt splits into the sixteen possible values of the four indices and asks `norm_num` to unfold the matrices, expand the sum and check the arithmetic in each case.

The failing Lean file:

```lean
import Mathlib

open Equiv Function

namespace PauliCompleteness

noncomputable section

/-- The three Pauli matrices. -/
def pauli : Fin 3 → Matrix (Fin 2) (Fin 2) ℂ :=
  ![!![0, 1; 1, 0], !![0, -Complex.I; Complex.I, 0], !![1, 0; 0, -1]]

/-- Completeness of the Pauli matrices: their summed products are twice the exchange of two
spins minus the identity. -/
theorem pauli_completeness (p q t u : Fin 2) :
    ∑ a, pauli a p t * pauli a q u =
      2 * (if p = u ∧ q = t then 1 else 0) - (if p = t ∧ q = u then 1 else 0) := by
  fin_cases p <;> fin_cases q <;> fin_cases t <;> fin_cases u <;>
    norm_num [pauli, Fin.sum_univ_three]

end

end PauliCompleteness
```

The error:

```
Main.lean:17:81: error: unsolved goals
case «0».«0».«0».«0»
⊢ ![!![0, 1; 1, 0], !![0, -Complex.I; Complex.I, 0], !![1, 0; 0, -1]] 2 0 0 *
      ![!![0, 1; 1, 0], !![0, -Complex.I; Complex.I, 0], !![1, 0; 0, -1]] 2 0 0 =
    1

case «0».«0».«0».«1»
⊢ ![!![0, 1; 1, 0], !![0, -Complex.I; Complex.I, 0], !![1, 0; 0, -1]] 2 0 0 = 0 ∨
    ![!![0, 1; 1, 0], !![0, -Complex.I; Complex.I, 0], !![1, 0; 0, -1]] 2 0 1 = 0

case «0».«0».«1».«0»
⊢ ![!![0, 1; 1, 0], !![0, -Complex.I; Complex.I, 0], !![1, 0; 0, -1]] 2 0 1 = 0 ∨
    ![!![0, 1; 1, 0], !![0, -Complex.I; Complex.I, 0], !![1, 0; 0, -1]] 2 0 0 = 0

case «0».«0».«1».«1»
⊢ ![!![0, 1; 1, 0], !![0, -Complex.I; Complex.I, 0], !![1, 0; 0, -1]] 2 0 1 = 0

case «0».«1».«0».«0»
⊢ ![!![0, 1; 1, 0], !![0, -Complex.I; Complex.I, 0], !![1, 0; 0, -1]] 2 0 0 = 0 ∨
    ![!![0, 1; 1, 0], !![0, -Complex.I; Complex.I, 0], !![1, 0; 0, -1]] 2 1 0 = 0

case «0».«1».«0».«1»
⊢ ![!![0, 1; 1, 0], !![0, -Complex.I; Complex.I, 0], !![1, 0; 0, -1]] 2 0 0 *
      ![!![0, 1; 1, 0], !![0, -Complex.I; Complex.I, 0], !![1, 0; 0, -1]] 2 1 1 =
    -1

case «0».«1».«1».«0»
⊢ ![!![0, 1; 1, 0], !![0, -Complex.I; Complex.I, 0], !![1, 0; 0, -1]] 2 0 1 = 0 ∨
    ![!![0, 1; 1, 0], !![0, -Complex.I; Complex.I, 0], !![1, 0; 0, -1]] 2 1 0 = 0

case «0».«1».«1».«1»
⊢ ![!![0, 1; 1, 0], !![0, -Complex.I; Complex.I, 0], !![1, 0; 0, -1]] 2 0 1 = 0 ∨
    ![!![0, 1; 1, 0], !![0, -Complex.I; Complex.I, 0], !![1, 0; 0, -1]] 2 1 1 = 0

case «1».«0».«0».«0»
⊢ ![!![0, 1; 1, 0], !![0, -Complex.I; Complex.I, 0], !![1, 0; 0, -1]] 2 1 0 = 0 ∨
    ![!![0, 1; 1, 0], !![0, -Complex.I; Complex.I, 0], !![1, 0; 0, -1]] 2 0 0 = 0

case «1».«0».«0».«1»
⊢ ![!![0, 1; 1, 0], !![0, -Complex.I; Complex.I, 0], !![1, 0; 0, -1]] 2 1 0 = 0 ∨
    ![!![0, 1; 1, 0], !![0, -Complex.I; Complex.I, 0], !![1, 0; 0, -1]] 2 0 1 = 0

case «1».«0».«1».«0»
⊢ ![!![0, 1; 1, 0], !![0, -Complex.I; Complex.I, 0], !![1, 0; 0, -1]] 2 1 1 *
      ![!![0, 1; 1, 0], !![0, -Complex.I; Complex.I, 0], !![1, 0; 0, -1]] 2 0 0 =
    -1

case «1».«0».«1».«1»
⊢ ![!![0, 1; 1, 0], !![0, -Complex.I; Complex.I, 0], !![1, 0; 0, -1]] 2 1 1 = 0 ∨
    ![!![0, 1; 1, 0], !![0, -Complex.I; Complex.I, 0], !![1, 0; 0, -1]] 2 0 1 = 0

case «1».«1».«0».«0»
⊢ ![!![0, 1; 1, 0], !![0, -Complex.I; Complex.I, 0], !![1, 0; 0, -1]] 2 1 0 = 0

case «1».«1».«0».«1»
⊢ ![!![0, 1; 1, 0], !![0, -Complex.I; Complex.I, 0], !![1, 0; 0, -1]] 2 1 0 = 0 ∨
    ![!![0, 1; 1, 0], !![0, -Complex.I; Complex.I, 0], !![1, 0; 0, -1]] 2 1 1 = 0

case «1».«1».«1».«0»
⊢ ![!![0, 1; 1, 0], !![0, -Complex.I; Complex.I, 0], !![1, 0; 0, -1]] 2 1 1 = 0 ∨
    ![!![0, 1; 1, 0], !![0, -Complex.I; Complex.I, 0], !![1, 0; 0, -1]] 2 1 0 = 0

case «1».«1».«1».«1»
⊢ ![!![0, 1; 1, 0], !![0, -Complex.I; Complex.I, 0], !![1, 0; 0, -1]] 2 1 1 *
      ![!![0, 1; 1, 0], !![0, -Complex.I; Complex.I, 0], !![1, 0; 0, -1]] 2 1 1 =
    1
```

Cause. The single error lists sixteen unsolved goals, one for each choice of indices. All are true, and all are stuck at the same place: `norm_num` has dealt with the first two matrices, but leaves the lookup of the third, `![…] 2`, unevaluated. Without that matrix's entries it can't finish the arithmetic. Where a product of two such entries had to vanish, it got only as far as saying that one factor or the other is zero.

The repair takes the lookups away from `norm_num`. The equations `h0`, `h1` and `h2` identify `pauli 0`, `pauli 1` and `pauli 2` with their explicit matrices, and `rfl` proves each because the two sides agree by definition. The `rw` first expands the sum with `Fin.sum_univ_three`, which makes those three terms appear, and then replaces them. After the case split, `norm_num` has only entries of explicit 2 × 2 matrices to evaluate, and it closes every case. It no longer needs `pauli` or `Fin.sum_univ_three` as arguments, since the `rw` has done their work.

Fix (accepted with no message):

```diff
@@ -16,6 +16,9 @@
     ∑ a, pauli a p t * pauli a q u =
       2 * (if p = u ∧ q = t then 1 else 0) - (if p = t ∧ q = u then 1 else 0) := by
-  fin_cases p <;> fin_cases q <;> fin_cases t <;> fin_cases u <;>
-    norm_num [pauli, Fin.sum_univ_three]
+  have h0 : pauli 0 = !![0, 1; 1, 0] := rfl
+  have h1 : pauli 1 = !![0, -Complex.I; Complex.I, 0] := rfl
+  have h2 : pauli 2 = !![1, 0; 0, -1] := rfl
+  rw [Fin.sum_univ_three, h0, h1, h2]
+  fin_cases p <;> fin_cases q <;> fin_cases t <;> fin_cases u <;> norm_num
 
 end
```
